# Extended Koopmans ionisation energies of an exact eigenstate are upper bounds to its lowest ionisation energy

A calculation has produced an $N$-electron eigenstate $\psi$ of a molecule in a finite orbital basis, and the question is how much energy it takes to remove an electron. No calculation on the ion has been done, but the one- and two-particle density matrices of $\psi$ are available. Together with the integrals of the Hamiltonian, they are enough to find the best ion state of the form "annihilate one electron from $\psi$". The energy of that state cannot fall below the lowest energy of the ion in the same basis, so the resulting ionisation energy is an upper bound within that basis.

## The matrix inequality

Let $H$ be a bounded self-adjoint operator with $H\psi = E\psi$, and let $a_q$ be finitely many bounded operators, in the application the annihilators of the orbitals. Define

$$g(p,q) = \langle\psi, a_p^* a_q\psi\rangle, \qquad F(p,q) = \langle\psi, a_p^*[a_q,H]\psi\rangle .$$

Suppose that a real number $E_1$ satisfies $\langle\varphi,H\varphi\rangle \ge E_1\|\varphi\|^2$ for every $\varphi$ in the span of the vectors $a_q\psi$. Then $F$ is Hermitian and

$$(E-E_1)\,g - F \succeq 0 .$$

The number $E_1$ stands for the ground-state energy of the ion, or any lower bound to it. If $Fc = \varepsilon\, g c$ for an amplitude vector $c$ whose ionised state $\varphi_c = \sum_q c_q a_q\psi$ is not zero, then $\varepsilon \le E-E_1$. The estimated ionisation energy $-\varepsilon$ is therefore at least $E_1-E$.

## Ionisation energies from density matrices in a code

In an orthonormal basis of spin orbitals, with one-electron integrals $h_{qs}$ and two-electron integrals $\langle qr|st\rangle$ that are not antisymmetrised, the commutator removes one net electron, and

$$F(p,q) = \sum_s h_{qs}\,g(p,s) + \sum_{rst}\langle qr|st\rangle\,\langle\psi,a_p^*a_r^*a_t a_s\psi\rangle .$$

An extended Koopmans routine can build this matrix, diagonalise $g$, discard directions with occupation close to zero, and solve the remaining generalised eigenvalue problem. The discarding matters because $c^*gc = \|\varphi_c\|^2$: when $gc=0$ the ionised state vanishes, $Fc$ vanishes too, and every $\varepsilon$ solves the equation.

For a full configuration interaction state in a finite basis, the result gives two tests of such a routine. $F$ must be Hermitian to numerical accuracy, and no root may exceed $E-E_1$ by more than numerical error when $E_1$ is the lowest energy of the ion over all spin and spatial symmetries, from full calculations in the same basis. A truncated wave function is in general not an eigenstate, so a failed test there need not be a programming error.

## From the eigenvalue equation to a positive form

The inner product is linear in its second argument. Moving $a_p^*$ to the left gives $g(p,q)=\langle a_p\psi,a_q\psi\rangle$. The same move in $F$, followed by $H\psi=E\psi$, gives

$$F(p,q)=\langle a_p\psi,a_qH\psi\rangle-\langle a_p\psi,Ha_q\psi\rangle = E\,g(p,q)-K(p,q),$$

with $K(p,q)=\langle a_p\psi,Ha_q\psi\rangle$. Since $H$ is self-adjoint,

$$\overline{K(q,p)}=\langle Ha_p\psi,a_q\psi\rangle=\langle a_p\psi,Ha_q\psi\rangle=K(p,q).$$

The overlap matrix $g$ is Hermitian and $E$ is real, so $F$ is Hermitian.

The energy $E$ cancels in the combination of interest, $(E-E_1)g-F = K-E_1g$. Its quadratic form is

$$\sum_{p,q}\overline{c_p}\,\bigl(K(p,q)-E_1g(p,q)\bigr)\,c_q = \langle\varphi_c,H\varphi_c\rangle-E_1\|\varphi_c\|^2 \ge 0 .$$

Every vector in the span is some $\varphi_c$, so the argument also runs backwards: positive semidefiniteness implies the energy bound on the whole span.

For a root, multiply $Fc=\varepsilon gc$ from the left by $c^*$:

$$\varepsilon\|\varphi_c\|^2 = E\|\varphi_c\|^2-\langle\varphi_c,H\varphi_c\rangle \le (E-E_1)\|\varphi_c\|^2 .$$

Division by $\|\varphi_c\|^2>0$ gives $\varepsilon\le E-E_1$.

Finally, suppose $H\varphi_c=E_1\varphi_c$. Then

$$(Fc)_p=\langle a_p\psi,(E-H)\varphi_c\rangle=(E-E_1)\langle a_p\psi,\varphi_c\rangle=(E-E_1)(gc)_p ,$$

so $c$ solves the root equation with $\varepsilon=E-E_1$. This exactness is conditional: the ion's eigenstate must lie in the span of the $a_q\psi$, and the inequality does not decide whether it does.

## The Lean file

```lean
import Mathlib

open Matrix
open scoped ComplexOrder

namespace ExtendedKoopmans

noncomputable section

variable {V : Type*} [NormedAddCommGroup V] [InnerProductSpace ℂ V] [CompleteSpace V]
variable {ι : Type*} [Fintype ι]
variable {a : ι → V →L[ℂ] V} {H : V →L[ℂ] V} {ψ : V} {E E1 : ℝ}

/-- The one-particle density matrix `g(p,q) = ⟨ψ, a_p* a_q ψ⟩`. -/
def oneMatrix (a : ι → V →L[ℂ] V) (ψ : V) : Matrix ι ι ℂ :=
  Matrix.of fun p q => inner ℂ ψ ((ContinuousLinearMap.adjoint (a p) * a q) ψ)

/-- The Koopmans matrix `F(p,q) = ⟨ψ, a_p* [a_q, H] ψ⟩`. -/
def koopmansMatrix (a : ι → V →L[ℂ] V) (H : V →L[ℂ] V) (ψ : V) : Matrix ι ι ℂ :=
  Matrix.of fun p q =>
    inner ℂ ψ ((ContinuousLinearMap.adjoint (a p) * (a q * H - H * a q)) ψ)

/-- The ionised state `∑ c_q a_q ψ` with amplitudes `c`. -/
def ionised (a : ι → V →L[ℂ] V) (ψ : V) (c : ι → ℂ) : V := ∑ q, c q • a q ψ

omit [Fintype ι] in
/-- The density matrix is the overlap matrix of the vectors `a_q ψ`. -/
theorem oneMatrix_apply (p q : ι) :
    oneMatrix a ψ p q = inner ℂ (a p ψ) (a q ψ) := by
  change inner ℂ ψ (ContinuousLinearMap.adjoint (a p) (a q ψ)) = _
  rw [ContinuousLinearMap.adjoint_inner_right]

omit [Fintype ι] in
/-- For an eigenstate, `F(p,q) = E g(p,q) - ⟨a_p ψ, H a_q ψ⟩`. -/
theorem koopmansMatrix_apply (hψ : H ψ = (E : ℂ) • ψ) (p q : ι) :
    koopmansMatrix a H ψ p q
      = E * oneMatrix a ψ p q - inner ℂ (a p ψ) (H (a q ψ)) := by
  rw [oneMatrix_apply]
  change inner ℂ ψ (ContinuousLinearMap.adjoint (a p) (a q (H ψ) - H (a q ψ))) = _
  rw [ContinuousLinearMap.adjoint_inner_right, hψ, map_smul, inner_sub_right,
    inner_smul_right]

omit [CompleteSpace V] in
private theorem inner_ionised (c : ι → ℂ) (w : V) :
    inner ℂ (ionised a ψ c) w = ∑ p, star (c p) * inner ℂ (a p ψ) w := by
  simp only [ionised, sum_inner, inner_smul_left]
  rfl

private theorem oneMatrix_mulVec (c : ι → ℂ) (p : ι) :
    (oneMatrix a ψ *ᵥ c) p = inner ℂ (a p ψ) (ionised a ψ c) := by
  simp only [Matrix.mulVec, dotProduct, oneMatrix_apply, ionised, inner_sum,
    inner_smul_right]
  exact Finset.sum_congr rfl fun q _ => mul_comm _ _

/-- For an eigenstate, `F` acts on amplitudes by projecting `(E - H)` applied to the
ionised state onto the vectors `a_p ψ`. -/
theorem koopmansMatrix_mulVec (hψ : H ψ = (E : ℂ) • ψ) (c : ι → ℂ) (p : ι) :
    (koopmansMatrix a H ψ *ᵥ c) p
      = inner ℂ (a p ψ) ((E : ℂ) • ionised a ψ c - H (ionised a ψ c)) := by
  have hH : H (ionised a ψ c) = ∑ q, c q • H (a q ψ) := by
    simp only [ionised, map_sum, map_smul]
  rw [inner_sub_right, inner_smul_right, ← oneMatrix_mulVec, hH, inner_sum]
  simp only [Matrix.mulVec, dotProduct, koopmansMatrix_apply hψ, inner_smul_right]
  rw [Finset.mul_sum, ← Finset.sum_sub_distrib]
  exact Finset.sum_congr rfl fun q _ => by ring

/-- For self-adjoint `H` and `H ψ = E ψ`, the quadratic form of `(E - E1) g - F` is `⟨φ, H φ⟩ - E1
‖φ‖²`, where `φ` is the ionised state. -/
theorem gap_form (hH : IsSelfAdjoint H) (hψ : H ψ = (E : ℂ) • ψ) (c : ι → ℂ) :
    star c ⬝ᵥ ((((E - E1 : ℝ) : ℂ) • oneMatrix a ψ - koopmansMatrix a H ψ) *ᵥ c)
      = (((inner ℂ (ionised a ψ c) (H (ionised a ψ c))).re
          - E1 * ‖ionised a ψ c‖ ^ 2 : ℝ) : ℂ) := by
  have hv : ∀ p, ((((E - E1 : ℝ) : ℂ) • oneMatrix a ψ - koopmansMatrix a H ψ) *ᵥ c) p
      = inner ℂ (a p ψ) (H (ionised a ψ c) - (E1 : ℂ) • ionised a ψ c) := by
    intro p
    rw [Matrix.sub_mulVec, Matrix.smul_mulVec, Pi.sub_apply, Pi.smul_apply,
      oneMatrix_mulVec, koopmansMatrix_mulVec hψ, smul_eq_mul]
    simp only [inner_sub_right, inner_smul_right]
    push_cast
    ring
  -- the energy expectation value is real
  have hre : ((inner ℂ (ionised a ψ c) (H (ionised a ψ c))).re : ℂ)
      = inner ℂ (ionised a ψ c) (H (ionised a ψ c)) := by
    apply Complex.conj_eq_iff_re.mp
    rw [inner_conj_symm]
    exact hH.isSymmetric _ _
  have hn : inner ℂ (ionised a ψ c) (ionised a ψ c)
      = ((‖ionised a ψ c‖ ^ 2 : ℝ) : ℂ) := by
    simp [inner_self_eq_norm_sq_to_K]
  simp only [dotProduct, hv, Pi.star_apply]
  rw [← inner_ionised, inner_sub_right, inner_smul_right, hn, Complex.ofReal_sub, hre,
    Complex.ofReal_mul]

/-- Extended Koopmans bound: let `H` be self-adjoint with `H ψ = E ψ`. If `⟨φ, H φ⟩ ≥ E1 ‖φ‖²` on
the span of the `a_q ψ`, then `F` is Hermitian and `(E - E1) g - F` is positive semidefinite. -/
theorem extended_koopmans_bound (hH : IsSelfAdjoint H) (hψ : H ψ = (E : ℂ) • ψ)
    (hb : ∀ φ ∈ Submodule.span ℂ (Set.range fun q => a q ψ),
      E1 * ‖φ‖ ^ 2 ≤ (inner ℂ φ (H φ)).re) :
    (koopmansMatrix a H ψ).IsHermitian ∧
      (((E - E1 : ℝ) : ℂ) • oneMatrix a ψ - koopmansMatrix a H ψ).PosSemidef := by
  have hg : (oneMatrix a ψ).IsHermitian := by
    apply Matrix.IsHermitian.ext
    intro i j
    rw [oneMatrix_apply, oneMatrix_apply]
    exact inner_conj_symm _ _
  have hF : (koopmansMatrix a H ψ).IsHermitian := by
    apply Matrix.IsHermitian.ext
    intro i j
    have h1 : starRingEnd ℂ (inner ℂ (a j ψ) (H (a i ψ)))
        = inner ℂ (a i ψ) (H (a j ψ)) := by
      rw [inner_conj_symm]
      exact hH.isSymmetric _ _
    change starRingEnd ℂ (koopmansMatrix a H ψ j i) = _
    rw [koopmansMatrix_apply hψ, koopmansMatrix_apply hψ, map_sub, map_mul,
      Complex.conj_ofReal, h1, oneMatrix_apply, oneMatrix_apply, inner_conj_symm]
  refine ⟨hF, Matrix.PosSemidef.of_dotProduct_mulVec_nonneg ?_ fun c => ?_⟩
  · rw [Matrix.IsHermitian, Matrix.conjTranspose_sub, Matrix.conjTranspose_smul,
      hg.eq, hF.eq, Complex.star_def, Complex.conj_ofReal]
  · rw [gap_form hH hψ]
    have h := hb (ionised a ψ c) (Submodule.sum_mem _ fun q _ =>
      Submodule.smul_mem _ _ (Submodule.subset_span ⟨q, rfl⟩))
    exact Complex.zero_le_real.mpr (by linarith)

/-- Converse: let `H` be self-adjoint with `H ψ = E ψ`. If `(E - E1) g - F` is positive
semidefinite, then `⟨φ, H φ⟩ ≥ E1 ‖φ‖²` on the span of the `a_q ψ`. -/
theorem energy_bound_of_posSemidef (hH : IsSelfAdjoint H) (hψ : H ψ = (E : ℂ) • ψ)
    (hM : (((E - E1 : ℝ) : ℂ) • oneMatrix a ψ - koopmansMatrix a H ψ).PosSemidef)
    (φ : V) (hφ : φ ∈ Submodule.span ℂ (Set.range fun q => a q ψ)) :
    E1 * ‖φ‖ ^ 2 ≤ (inner ℂ φ (H φ)).re := by
  obtain ⟨c, hc⟩ := (Submodule.mem_span_range_iff_exists_fun ℂ).mp hφ
  have hc' : ionised a ψ c = φ := hc
  have h := hM.dotProduct_mulVec_nonneg c
  rw [gap_form hH hψ, hc'] at h
  linarith [Complex.zero_le_real.mp h]

/-- Let `H ψ = E ψ` and let `Re ⟨φ, H φ⟩ ≥ E1 ‖φ‖²` on the span of the `a_q ψ`. Then every real root
`ε` of `F c = ε g c` with a nonzero ionised state satisfies `ε ≤ E - E1`. -/
theorem koopmans_root_le (hψ : H ψ = (E : ℂ) • ψ)
    (hb : ∀ φ ∈ Submodule.span ℂ (Set.range fun q => a q ψ),
      E1 * ‖φ‖ ^ 2 ≤ (inner ℂ φ (H φ)).re)
    {c : ι → ℂ} {ε : ℝ} (hne : ionised a ψ c ≠ 0)
    (hc : koopmansMatrix a H ψ *ᵥ c = (ε : ℂ) • (oneMatrix a ψ *ᵥ c)) :
    ε ≤ E - E1 := by
  -- contract the root equation with the amplitudes
  have h0 : inner ℂ (ionised a ψ c) (((E : ℂ) • ionised a ψ c - H (ionised a ψ c))
      - (ε : ℂ) • ionised a ψ c) = 0 := by
    rw [inner_ionised]
    refine Finset.sum_eq_zero fun p _ => ?_
    rw [inner_sub_right, ← koopmansMatrix_mulVec hψ, hc, Pi.smul_apply,
      oneMatrix_mulVec, inner_smul_right, smul_eq_mul, sub_self, mul_zero]
  have hn : inner ℂ (ionised a ψ c) (ionised a ψ c)
      = ((‖ionised a ψ c‖ ^ 2 : ℝ) : ℂ) := by
    simp [inner_self_eq_norm_sq_to_K]
  have h1 := congrArg Complex.re h0
  simp only [inner_sub_right, inner_smul_right, hn, Complex.sub_re,
    Complex.re_ofReal_mul, Complex.ofReal_re, Complex.zero_re] at h1
  have h2 := hb (ionised a ψ c) (Submodule.sum_mem _ fun q _ =>
    Submodule.smul_mem _ _ (Submodule.subset_span ⟨q, rfl⟩))
  have hpos : 0 < ‖ionised a ψ c‖ ^ 2 := pow_pos (norm_pos_iff.mpr hne) 2
  exact le_of_mul_le_mul_right (by linarith) hpos

/-- If `H ψ = E ψ` and the ionised state `∑ c_q a_q ψ` is an eigenstate of `H` with energy `E1`,
then `F c = (E - E1) g c`. -/
theorem koopmans_exact (hψ : H ψ = (E : ℂ) • ψ) {c : ι → ℂ}
    (h : H (ionised a ψ c) = (E1 : ℂ) • ionised a ψ c) :
    koopmansMatrix a H ψ *ᵥ c = ((E - E1 : ℝ) : ℂ) • (oneMatrix a ψ *ᵥ c) := by
  funext p
  rw [koopmansMatrix_mulVec hψ, h, ← sub_smul, inner_smul_right, Pi.smul_apply,
    oneMatrix_mulVec, smul_eq_mul, Complex.ofReal_sub]

/-- Annihilators of two fermionic modes in the basis `|00⟩, |10⟩, |01⟩, |11⟩`. -/
def modeA (q : Fin 2) : EuclideanSpace ℂ (Fin 4) →L[ℂ] EuclideanSpace ℂ (Fin 4) :=
  Matrix.toEuclideanCLM (n := Fin 4) (𝕜 := ℂ)
    (![!![0, 1, 0, 0; 0, 0, 0, 0; 0, 0, 0, 1; 0, 0, 0, 0],
       !![0, 0, 1, 0; 0, 0, 0, -1; 0, 0, 0, 0; 0, 0, 0, 0]] q)

/-- Two levels of energies 1 and 2 with a repulsion 1 when both are occupied. -/
def modeH : EuclideanSpace ℂ (Fin 4) →L[ℂ] EuclideanSpace ℂ (Fin 4) :=
  Matrix.toEuclideanCLM (n := Fin 4) (𝕜 := ℂ)
    !![0, 0, 0, 0; 0, 1, 0, 0; 0, 0, 2, 0; 0, 0, 0, 4]

/-- The doubly occupied state `|11⟩`. -/
def modeψ : EuclideanSpace ℂ (Fin 4) := WithLp.toLp 2 ![0, 0, 0, 1]

/-- The two-mode model meets the hypotheses of the extended Koopmans bound with
`E = 4` and `E1 = 1`. -/
theorem extended_koopmans_bound_witness :
    IsSelfAdjoint modeH ∧ modeH modeψ = ((4 : ℝ) : ℂ) • modeψ ∧
      ∀ φ ∈ Submodule.span ℂ (Set.range fun q => modeA q modeψ),
        (1 : ℝ) * ‖φ‖ ^ 2 ≤ (inner ℂ φ (modeH φ)).re := by
  refine ⟨?_, ?_, fun φ hφ => ?_⟩
  · apply IsSelfAdjoint.map
    change (_ : Matrix (Fin 4) (Fin 4) ℂ)ᴴ = _
    ext i j
    fin_cases i <;> fin_cases j <;> simp [Matrix.conjTranspose_apply]
  · rw [modeH, modeψ, Matrix.toEuclideanCLM_toLp]
    ext i
    fin_cases i <;> simp [Matrix.mulVec, dotProduct, Fin.sum_univ_succ]
  · obtain ⟨c, hc⟩ := (Submodule.mem_span_range_iff_exists_fun ℂ).mp hφ
    -- the ionised states have one particle
    have hv : φ = WithLp.toLp 2 ![0, -c 1, c 0, 0] := by
      rw [← hc, Fin.sum_univ_two]
      simp only [modeA, modeψ, Matrix.toEuclideanCLM_toLp]
      ext i
      fin_cases i <;> simp
    have hw : modeH φ = WithLp.toLp 2 ![0, -c 1, 2 * c 0, 0] := by
      rw [hv, modeH, Matrix.toEuclideanCLM_toLp]
      ext i
      fin_cases i <;> simp [Matrix.mulVec, dotProduct, Fin.sum_univ_succ]
    rw [hw, hv, EuclideanSpace.norm_sq_eq, PiLp.inner_apply]
    simp [Fin.sum_univ_succ, Complex.sq_norm, Complex.normSq_apply]
    nlinarith [sq_nonneg (c 0).re, sq_nonneg (c 0).im]

end

end ExtendedKoopmans
```

```lean
#print axioms ExtendedKoopmans.extended_koopmans_bound
#print axioms ExtendedKoopmans.energy_bound_of_posSemidef
#print axioms ExtendedKoopmans.koopmans_root_le
#print axioms ExtendedKoopmans.koopmans_exact
```

```
'ExtendedKoopmans.extended_koopmans_bound' depends on axioms: [propext, Classical.choice, Quot.sound]
'ExtendedKoopmans.energy_bound_of_posSemidef' depends on axioms: [propext, Classical.choice, Quot.sound]
'ExtendedKoopmans.koopmans_root_le' depends on axioms: [propext, Classical.choice, Quot.sound]
'ExtendedKoopmans.koopmans_exact' depends on axioms: [propext, Classical.choice, Quot.sound]
```

## How the operators and the ion appear in Lean

The space `V` is a complete complex inner product space. It plays the part of Fock space, so that $\psi$ and the ionised states live in the same space and one `H` acts on both. The type `V →L[ℂ] V` consists of continuous linear maps, and the finite type `ι` labels the orbitals. `oneMatrix` and `koopmansMatrix` are $g$ and $F$, written with the actual adjoint and commutator, and `ionised a ψ c` is $\varphi_c$.

The hypotheses `hH` and `hψ` say that $H$ is self-adjoint and that $\psi$ satisfies the eigenvalue equation with real $E$. The hypothesis `hb` is the energy bound on the span, stated for the real part of the expectation value. The conclusion of `extended_koopmans_bound` is the pair "$F$ is Hermitian" and "$(E-E_1)g-F$ is positive semidefinite".

Nothing requires $\psi$ to be normalised. Rescaling a nonzero $\psi$ multiplies $g$ and $F$ by the same positive factor and leaves the roots unchanged; for $\|\psi\|=1$, $g$ is the usual one-particle density matrix. The first index belongs to the creator. A code that stores both matrices transposed finds the same roots, with complex-conjugated amplitudes; transposing only one of them can change the roots.

## How the proof follows the derivation

`oneMatrix_apply` and `koopmansMatrix_apply` move the adjoint across the inner product and insert the eigenvalue equation. `inner_ionised`, `oneMatrix_mulVec` and `koopmansMatrix_mulVec` turn sums over amplitudes into inner products with $\varphi_c$.

`gap_form` is the quadratic-form identity. Its step `hv` computes each component of the matrix acting on $c$ as $\langle a_p\psi,(H-E_1)\varphi_c\rangle$, and `hre` uses self-adjointness to show that the energy expectation value is real. The main theorem proves that $g$ and $F$ are Hermitian, places $\varphi_c$ in the span, and applies `hb`.

`energy_bound_of_posSemidef` writes a given vector of the span as $\varphi_c$ and reads `gap_form` backwards. `koopmans_root_le` contracts the root equation with the amplitudes and cancels the positive squared norm. `koopmans_exact` is the componentwise calculation for an ion eigenstate. Neither of these last two theorems assumes that $H$ is self-adjoint.

`extended_koopmans_bound_witness` checks the hypotheses in a model with two fermionic modes, level energies 1 and 2, and repulsion 1. The doubly occupied state has $E=4$, and its ionised states have energy at least $E_1=1$. Evaluating the matrices by hand gives $g=\mathrm{diag}(1,1)$ and $F=\mathrm{diag}(2,3)$, so the larger root equals $E-E_1=3$.

## Exact eigenstates, bounded operators and a supplied $E_1$

The theorems cover any finite family of bounded operators, including the annihilators of a finite orbital basis with an interacting Hamiltonian. They do not use anticommutation relations, and they contain no particle number: that $a_q\psi$ is a state of the ion comes from the choice of $a_q$ and $\psi$. The molecular Hamiltonian in continuous space is unbounded and is not covered.

The eigenvalue equation is assumed exactly, with no error estimate for an approximate $\psi$. The value of $E_1$ is also supplied by the user. The ground-state energy of the $(N-1)$-electron sector is a valid choice, because the bound is needed only on the span of the $a_q\psi$. How close the best root comes to $E-E_1$ is left open, except when the span contains the corresponding eigenstate. Rounding errors and the threshold for small occupations remain the responsibility of the code.

A different model would give the $N$- and $(N-1)$-electron states separate spaces, with Hamiltonians $H_N$ and $H_{N-1}$ and with each $a_q$ mapping the first space to the second. The commutator would become $a_qH_N-H_{N-1}a_q$. Particle number would then be visible in the types, and self-adjointness would be needed only for $H_{N-1}$, while the algebra would stay the same. The single space used here keeps the ordinary commutator, which is the expression that a second-quantised code expands into density matrices.
